# On the zone |q| ≤ π, the Fourier shells of the dispersion |q| sum to |q| minus its zone average

The dispersion |q| on the one-dimensional zone [−π, π], with unit lattice spacing, has a real-space cosine coefficient at each integer site R. `shell n q` is the joint contribution of the sites R = ±(n + 1) to the interpolated dispersion. The theorem `hasSum_shell` states that for every q with |q| ≤ π these contributions, summed over all natural numbers n, give |q| − π/2; the site R = 0 is left out, and π/2 is the average of |q| over the zone. The proof subtracts two cosine series with quadratic sums, taken half a period apart, multiplies by 2/π, drops the zeroth term, and matches the result to the claim with `convert`.

This version doesn't compile in Lean 4 with Mathlib:

```lean
import Mathlib

open Real Filter Topology

namespace HasSumShell

noncomputable section

/-- The real-space coefficient at lattice site `R` of the dispersion `|q|` on the zone `[-π, π]`,
as a cosine Fourier integral. -/
def coeff (R : ℤ) : ℝ := 1 / (2 * π) * ∫ q in (-π)..π, |q| * Real.cos (R * q)

/-- The joint contribution of the two sites `R = ±(n + 1)` to the interpolated dispersion. -/
def shell (n : ℕ) (q : ℝ) : ℝ := 2 * coeff ((n : ℤ) + 1) * Real.cos (((n : ℝ) + 1) * q)

/-- The coefficient is an integral over the positive half of the zone. -/
theorem coeff_eq_half (R : ℤ) :
    coeff R = 1 / π * ∫ q in (0 : ℝ)..π, q * Real.cos (R * q) := by
  have hc : Continuous (fun q : ℝ => |q| * Real.cos (R * q)) :=
    continuous_abs.mul (by fun_prop)
  -- the integrand is even
  have hneg : ∫ q in (-π)..0, |q| * Real.cos (R * q)
      = ∫ q in (0 : ℝ)..π, |q| * Real.cos (R * q) := by
    have h := intervalIntegral.integral_comp_neg (a := 0) (b := π)
      (fun q : ℝ => |q| * Real.cos (R * q))
    simp only [abs_neg, mul_neg, Real.cos_neg, neg_zero] at h
    exact h.symm
  have hpos : ∫ q in (0 : ℝ)..π, |q| * Real.cos (R * q)
      = ∫ q in (0 : ℝ)..π, q * Real.cos (R * q) := by
    apply intervalIntegral.integral_congr
    intro q hq
    rw [Set.uIcc_of_le Real.pi_pos.le] at hq
    simp only [abs_of_nonneg hq.1]
  rw [coeff, ← intervalIntegral.integral_add_adjacent_intervals
    (hc.intervalIntegrable (-π) 0) (hc.intervalIntegrable 0 π), hneg, hpos]
  ring

/-- For `R ≠ 0` the coefficient is `((-1)^R - 1)/(π R²)`. -/
theorem coeff_of_ne_zero {R : ℤ} (hR : R ≠ 0) :
    coeff R = ((-1 : ℝ) ^ R - 1) / (π * (R : ℝ) ^ 2) := by
  have hR' : (R : ℝ) ≠ 0 := Int.cast_ne_zero.mpr hR
  have hd : ∀ q ∈ Set.uIcc 0 π, HasDerivAt
      (fun q : ℝ => q * Real.sin (R * q) / R + Real.cos (R * q) / (R : ℝ) ^ 2)
      (q * Real.cos (R * q)) q := by
    intro q _
    have h0 : HasDerivAt (fun q : ℝ => (R : ℝ) * q) R q := by
      simpa using (hasDerivAt_id' q).const_mul (R : ℝ)
    refine ((((hasDerivAt_id' q).fun_mul h0.sin).div_const (R : ℝ)).fun_add
      (h0.cos.div_const ((R : ℝ) ^ 2))).congr_deriv ?_
    field_simp
    ring
  have hc : Continuous (fun q : ℝ => q * Real.cos (R * q)) := by fun_prop
  rw [coeff_eq_half, intervalIntegral.integral_eq_sub_of_hasDerivAt hd
    (hc.intervalIntegrable 0 π), Real.sin_int_mul_pi, Real.cos_int_mul_pi]
  simp only [mul_zero, Real.sin_zero, Real.cos_zero, zero_div, zero_add]
  field_simp

lemma shell_eq (n : ℕ) (q : ℝ) : shell n q =
    2 / π * (((-1) ^ (n + 1) - 1) / ((n : ℝ) + 1) ^ 2 * Real.cos (((n : ℝ) + 1) * q)) := by
  have hz := zpow_natCast (-1 : ℝ) (n + 1)
  rw [Nat.cast_add, Nat.cast_one] at hz
  rw [shell, coeff_of_ne_zero (by omega), hz]
  push_cast
  rw [← div_div]
  ring

lemma hasSum_cos {x : ℝ} (hx : x ∈ Set.Icc (0 : ℝ) 1) :
    HasSum (fun n : ℕ => 1 / (n : ℝ) ^ 2 * Real.cos (2 * π * n * x))
      (π ^ 2 * (x ^ 2 - x + 1 / 6)) := by
  have b2 : bernoulli 2 = 1 / 6 := by
    rw [bernoulli_eq_bernoulli'_of_ne_one (by decide), bernoulli'_two]
  have hb : ((Polynomial.bernoulli 2).map (algebraMap ℚ ℝ)).eval x = x ^ 2 - x + 1 / 6 := by
    rw [Polynomial.bernoulli]
    simp only [Finset.sum_range_succ, Finset.sum_range_zero, zero_add, Polynomial.map_add,
      Polynomial.map_monomial, Polynomial.eval_add, Polynomial.eval_monomial]
    norm_num [b2, bernoulli_one, bernoulli_zero]
    ring
  have h := hasSum_one_div_nat_pow_mul_cos (one_ne_zero : (1 : ℕ) ≠ 0) hx
  simp only [mul_one] at h
  rw [hb, Nat.factorial_two] at h
  convert h using 1
  push_cast
  ring

/-- Throughout the zone `|q| ≤ π`, the shells sum to `|q|` minus its zone average. -/
theorem hasSum_shell {q : ℝ} (hq : |q| ≤ π) :
    HasSum (fun n => shell n q) (|q| - π / 2) := by
  have hx0 : 0 ≤ |q| / (2 * π) := by positivity
  have hx1 : |q| / (2 * π) ≤ 1 / 2 := by
    rw [div_le_iff₀ (by positivity)]
    linarith
  -- two quadratic cosine series, half a period apart
  have h := ((hasSum_cos (x := |q| / (2 * π) + 1 / 2) ⟨by linarith, by linarith⟩).sub
    (hasSum_cos (x := |q| / (2 * π)) ⟨hx0, by linarith⟩)).mul_left (2 / π)
  have h' := (hasSum_nat_add_iff' 1).mpr h
  convert h' using 1
  · funext n
    have e1 : 2 * π * ((n + 1 : ℕ) : ℝ) * (|q| / (2 * π) + 1 / 2)
        = ((n + 1 : ℕ) : ℝ) * |q| + ((n + 1 : ℕ) : ℝ) * π := by
      field_simp
    have e2 : 2 * π * ((n + 1 : ℕ) : ℝ) * (|q| / (2 * π)) = ((n + 1 : ℕ) : ℝ) * |q| := by
      field_simp
    have e3 : Real.cos (((n : ℝ) + 1) * q) = Real.cos (((n + 1 : ℕ) : ℝ) * |q|) := by
      push_cast
      rcases abs_choice q with h | h
      · rw [h]
      · rw [h, mul_neg, Real.cos_neg]
    rw [shell_eq, e3]
    simp only [e1, e2, Real.cos_add, Real.cos_nat_mul_pi, Real.sin_nat_mul_pi]
    push_cast
    ring
  · simp only [Finset.sum_range_one, Nat.cast_zero, ne_eq, OfNat.ofNat_ne_zero,
      not_false_eq_true, zero_pow, div_zero, zero_mul, sub_self, mul_zero, sub_zero]
    field_simp
    ring

end

end HasSumShell
```

Compiling this gives:

```
Main.lean:97:4: error: Tactic `apply` failed: could not unify the conclusion of `@funext`
  ?f = ?g
with the goal
  instAddCommMonoid = instAddCommGroup.toAddCommMonoid

Note: The full type of `@funext` is
  ∀ {α : Sort ?u.109} {β : α → Sort ?u.108} {f g : (x : α) → β x}, (∀ (x : α), f x = g x) → f = g

case e'_3
q : ℝ
hq : |q| ≤ π
hx0 : 0 ≤ |q| / (2 * π)
hx1 : |q| / (2 * π) ≤ 1 / 2
h :
  HasSum
    (fun i =>
      2 / π *
        (1 / ↑i ^ 2 * cos (2 * π * ↑i * (|q| / (2 * π) + 1 / 2)) - 1 / ↑i ^ 2 * cos (2 * π * ↑i * (|q| / (2 * π)))))
    (2 / π *
      (π ^ 2 * ((|q| / (2 * π) + 1 / 2) ^ 2 - (|q| / (2 * π) + 1 / 2) + 1 / 6) -
        π ^ 2 * ((|q| / (2 * π)) ^ 2 - |q| / (2 * π) + 1 / 6)))
h' :
  HasSum
    (fun n =>
      2 / π *
        (1 / ↑(n + 1) ^ 2 * cos (2 * π * ↑(n + 1) * (|q| / (2 * π) + 1 / 2)) -
          1 / ↑(n + 1) ^ 2 * cos (2 * π * ↑(n + 1) * (|q| / (2 * π)))))
    (2 / π *
        (π ^ 2 * ((|q| / (2 * π) + 1 / 2) ^ 2 - (|q| / (2 * π) + 1 / 2) + 1 / 6) -
          π ^ 2 * ((|q| / (2 * π)) ^ 2 - |q| / (2 * π) + 1 / 6)) -
      ∑ i ∈ Finset.range 1,
        2 / π *
          (1 / ↑i ^ 2 * cos (2 * π * ↑i * (|q| / (2 * π) + 1 / 2)) - 1 / ↑i ^ 2 * cos (2 * π * ↑i * (|q| / (2 * π)))))
⊢ instAddCommMonoid = instAddCommGroup.toAddCommMonoid
Main.lean:112:4: error: `simp` made no progress
Main.lean:87:49: error: unsolved goals
case e'_6
q : ℝ
hq : |q| ≤ π
hx0 : 0 ≤ |q| / (2 * π)
hx1 : |q| / (2 * π) ≤ 1 / 2
h :
  HasSum
    (fun i =>
      2 / π *
        (1 / ↑i ^ 2 * cos (2 * π * ↑i * (|q| / (2 * π) + 1 / 2)) - 1 / ↑i ^ 2 * cos (2 * π * ↑i * (|q| / (2 * π)))))
    (2 / π *
      (π ^ 2 * ((|q| / (2 * π) + 1 / 2) ^ 2 - (|q| / (2 * π) + 1 / 2) + 1 / 6) -
        π ^ 2 * ((|q| / (2 * π)) ^ 2 - |q| / (2 * π) + 1 / 6)))
h' :
  HasSum
    (fun n =>
      2 / π *
        (1 / ↑(n + 1) ^ 2 * cos (2 * π * ↑(n + 1) * (|q| / (2 * π) + 1 / 2)) -
          1 / ↑(n + 1) ^ 2 * cos (2 * π * ↑(n + 1) * (|q| / (2 * π)))))
    (2 / π *
        (π ^ 2 * ((|q| / (2 * π) + 1 / 2) ^ 2 - (|q| / (2 * π) + 1 / 2) + 1 / 6) -
          π ^ 2 * ((|q| / (2 * π)) ^ 2 - |q| / (2 * π) + 1 / 6)) -
      ∑ i ∈ Finset.range 1,
        2 / π *
          (1 / ↑i ^ 2 * cos (2 * π * ↑i * (|q| / (2 * π) + 1 / 2)) - 1 / ↑i ^ 2 * cos (2 * π * ↑i * (|q| / (2 * π)))))
⊢ |q| - π / 2 =
    2 / π *
        (π ^ 2 * ((|q| / (2 * π) + 1 / 2) ^ 2 - (|q| / (2 * π) + 1 / 2) + 1 / 6) -
          π ^ 2 * ((|q| / (2 * π)) ^ 2 - |q| / (2 * π) + 1 / 6)) -
      ∑ i ∈ Finset.range 1,
        2 / π *
          (1 / ↑i ^ 2 * cos (2 * π * ↑i * (|q| / (2 * π) + 1 / 2)) - 1 / ↑i ^ 2 * cos (2 * π * ↑i * (|q| / (2 * π))))
```

Fix (accepted with no message):

```diff
@@ -95,4 +95,5 @@
   have h' := (hasSum_nat_add_iff' 1).mpr h
   convert h' using 1
+  · rfl
   · funext n
     have e1 : 2 * π * ((n + 1 : ℕ) : ℝ) * (|q| / (2 * π) + 1 / 2)
```

`convert h' using 1` leaves three goals, but the proof has bullets for only two. The extra goal comes first and equates two `AddCommMonoid` instances. `hasSum_nat_add_iff'` involves a subtraction and is stated for additive commutative groups, so the `HasSum` in `h'` carries the monoid structure derived from a group, while the theorem's own `HasSum` carries `instAddCommMonoid`.

Every bullet therefore meets the wrong goal. `funext` fails because the instance equation is not an equation between functions. The `simp only` meant for the sums meets the equality of the summands, where its lemmas make no progress. The equality of the sums is left with no bullet, hence the "unsolved goals" error.

The added bullet `rfl` closes the instance goal, since the two structures are equal by definition. The two old bullets then meet the goals they were written for, and work unchanged.
